# Phonons and the second-order exchange of a Hubbard–Holstein dimer: bounds at fixed bare U

Two electrons sit on two sites, one on each, and every site carries an oscillator whose displacement couples linearly to its charge. Virtual hopping to a doubly occupied site gives the antiferromagnetic exchange J, the singlet–triplet splitting. To second order in the hopping t it is 4t²/U for a rigid lattice with on-site repulsion U. The phonons act on J in two opposite ways: a hop can create phonons, which cost energy, while lattice relaxation lowers the energy of the doubly occupied state. For oscillators that start in their ground state, the net effect at fixed U is never a reduction of this second-order J, provided that the relaxed repulsion stays positive.

```lean
import Mathlib

namespace PhononEnhancedExchange

noncomputable section
```

## Weights, energies and the exchange

Let w be the phonon energy ħω and S the Huang–Rhys factor of one site when its charge changes by one electron (S is not a spin). Displacing an oscillator in its ground state with Huang–Rhys factor a creates n phonons with probability

P(a,n) = exp(−a) aⁿ/n!

```lean
/-- Franck-Condon weight for creating `n` phonons from the vacuum by a displacement with
Huang-Rhys factor `a ≥ 0`. -/
def fcWeight (a : ℝ) (n : ℕ) : ℝ := Real.exp (-a) * a ^ n / (n.factorial : ℝ)
```

Relaxation lowers the doubly occupied state by 2Sw relative to the singly occupied ones. With n phonons present, the virtual state costs

Eₙ = U − 2Sw + nw

```lean
/-- Energy of the doubly occupied virtual state with `n` phonons of energy `w`: the bare
repulsion `U`, lowered by the polaron shift `2 S w`, plus the phonon energy. -/
def virtualEnergy (U w S : ℝ) (n : ℕ) : ℝ := U - 2 * S * w + n * w
```

Second-order perturbation theory in t, starting from the phonon vacuum, gives

J = 4t² Σₙ P(2S,n)/Eₙ

The file takes this formula as the definition of `exchange`; its derivation from the Hubbard–Holstein Hamiltonian, for small t, is the step left to physics.

```lean
/-- Strong-coupling exchange of the dimer with hopping `t`, summed over the phonon number of the
virtual state; the domain is `w > 0`, `S ≥ 0`, `U > 2 S w`. -/
def exchange (t U w S : ℝ) : ℝ :=
  4 * t ^ 2 * ∑' n : ℕ, fcWeight (2 * S) n / virtualEnergy U w S n
```

The argument is 2S because a hop displaces both oscillators, each with factor S. For the total phonon number, the binomial theorem gives

Σₖ P(a,k) P(b,n−k) = exp(−a−b) (a+b)ⁿ/n! = P(a+b,n), with k = 0, …, n

The proof expands the power and matches terms through C(n,k) k! (n−k)! = n!. Setting a = b = S gives the weight used in J.

```lean
/-- Distributing `n` phonons over two independently displaced oscillators gives the
Franck-Condon weight of the summed Huang-Rhys factors. -/
theorem fcWeight_two_sites (a b : ℝ) (n : ℕ) :
    ∑ k ∈ Finset.range (n + 1), fcWeight a k * fcWeight b (n - k) = fcWeight (a + b) n := by
  unfold fcWeight
  rw [neg_add, Real.exp_add, add_pow, Finset.mul_sum, Finset.sum_div]
  refine Finset.sum_congr rfl fun k hk => ?_
  have hkn : k ≤ n := Nat.lt_succ_iff.mp (Finset.mem_range.mp hk)
  have hc : ((n.choose k : ℕ) : ℝ) * (k.factorial : ℝ) * ((n - k).factorial : ℝ)
      = (n.factorial : ℝ) := by
    exact_mod_cast Nat.choose_mul_factorial_mul_factorial hkn
  rw [div_mul_div_comm, div_eq_div_iff (by positivity) (by positivity), ← hc]
  ring
```

## The mean virtual energy is U

The exponential series gives Σₙ P(a,n) = exp(−a) exp(a) = 1. In Lean, `HasSum` states that a series converges to the given value.

```lean
/-- The Franck-Condon weights sum to one. -/
theorem fcWeight_hasSum (a : ℝ) : HasSum (fcWeight a) 1 := by
  have h := (Real.summable_pow_div_factorial a).hasSum
  have e : Real.exp a = ∑' n : ℕ, a ^ n / (n.factorial : ℝ) := by
    rw [Real.exp_eq_exp_ℝ, NormedSpace.exp_eq_tsum_div]
  rw [← e] at h
  have h2 := h.mul_left (Real.exp (-a))
  rw [← Real.exp_add, neg_add_cancel, Real.exp_zero] at h2
  have hf : fcWeight a = fun n : ℕ => Real.exp (-a) * (a ^ n / (n.factorial : ℝ)) := by
    funext n
    simp only [fcWeight]
    ring
  rw [hf]
  exact h2
```

Cancelling n+1 against the factorial relates neighbouring weights:

(n+1) P(a,n+1) = a P(a,n)

```lean
/-- Recursion between the weights of neighbouring phonon numbers. -/
lemma fcWeight_succ (a : ℝ) (n : ℕ) :
    ((n + 1 : ℕ) : ℝ) * fcWeight a (n + 1) = a * fcWeight a n := by
  have h1 : ((n + 1 : ℕ) : ℝ) ≠ 0 := by positivity
  have h2 : (n.factorial : ℝ) ≠ 0 := by positivity
  unfold fcWeight
  rw [Nat.factorial_succ, Nat.cast_mul, mul_div_assoc', mul_div_assoc',
    div_eq_div_iff (mul_ne_zero h1 h2) h2]
  ring
```

Summing this over n gives a on the right. The left side is the series for the mean without its n = 0 term, which vanishes, so

Σₙ n P(a,n) = a

```lean
/-- The mean phonon number equals the Huang-Rhys factor. -/
theorem fcWeight_mean (a : ℝ) : HasSum (fun n : ℕ => (n : ℝ) * fcWeight a n) a := by
  have h : HasSum (fun n : ℕ => ((n + 1 : ℕ) : ℝ) * fcWeight a (n + 1)) a := by
    have h0 := (fcWeight_hasSum a).mul_left a
    rw [mul_one] at h0
    simp only [fcWeight_succ]
    exact h0
  have h2 := (hasSum_nat_add_iff (f := fun n : ℕ => (n : ℝ) * fcWeight a n) 1).mp h
  simpa using h2
```

With a = 2S, the mean virtual energy is U − 2Sw + 2Sw = U: on average, the phonons created by the hop cost exactly what relaxation gains.

## Comparing 1/E with its tangent

Two sign facts are needed. The weights are nonnegative for a ≥ 0:

```lean
/-- Franck-Condon weights are nonnegative for a nonnegative Huang-Rhys factor. -/
lemma fcWeight_nonneg {a : ℝ} (ha : 0 ≤ a) (n : ℕ) : 0 ≤ fcWeight a n := by
  unfold fcWeight
  positivity
```

And Eₙ ≥ U − 2Sw, since nw ≥ 0:

```lean
/-- For `w > 0` no virtual state lies below the phonon-free one. -/
lemma le_virtualEnergy {w : ℝ} (hw : 0 < w) (U S : ℝ) (n : ℕ) :
    U - 2 * S * w ≤ virtualEnergy U w S n := by
  have : 0 ≤ (n : ℝ) * w := by positivity
  unfold virtualEnergy
  linarith
```

For positive U and E,

1/E = 2/U − E/U² + (U−E)²/(U²E)

Over the common denominator U²E, the right-hand numerator is 2UE − E² + (U−E)² = U². The first two terms are the tangent of 1/E at E = U, and the last is nonnegative. Lean writes d for E.

```lean
/-- For positive `U` and `d`, the inverse energy `1/d` is its tangent at `U` plus an explicit
remainder. -/
lemma inv_eq_tangent {U d : ℝ} (hU : 0 < U) (hd : 0 < d) :
    1 / d = 2 / U - d / U ^ 2 + (U - d) ^ 2 / (U ^ 2 * d) := by
  field_simp
  ring
```

Averaging the tangent needs only the norm and the mean of the weights:

Σₙ P(2S,n) (2/U − Eₙ/U²) = 2/U − U/U² = 1/U

The proof splits each term into a constant times the weight and a multiple of n times the weight, then combines the two known sums.

```lean
/-- For `U > 0`, the tangent of the inverse energy at `U` has Franck-Condon average `1/U`. -/
lemma tangent_hasSum {U : ℝ} (hU : 0 < U) (w S : ℝ) :
    HasSum (fun n : ℕ => fcWeight (2 * S) n * (2 / U - virtualEnergy U w S n / U ^ 2))
      (1 / U) := by
  have h := ((fcWeight_hasSum (2 * S)).mul_left (2 / U - (U - 2 * S * w) / U ^ 2)).sub
    ((fcWeight_mean (2 * S)).mul_left (w / U ^ 2))
  have hf : (fun n : ℕ => fcWeight (2 * S) n * (2 / U - virtualEnergy U w S n / U ^ 2))
      = fun n : ℕ => (2 / U - (U - 2 * S * w) / U ^ 2) * fcWeight (2 * S) n
        - w / U ^ 2 * ((n : ℝ) * fcWeight (2 * S) n) := by
    funext n
    unfold virtualEnergy
    ring
  have e : U / U ^ 2 = 1 / U := by field_simp
  have hv : (2 / U - (U - 2 * S * w) / U ^ 2) * 1 - w / U ^ 2 * (2 * S) = 1 / U := by
    linear_combination (-1) * e
  rw [hv] at h
  rw [hf]
  exact h
```

## Bounds on J

Let w > 0, S ≥ 0 and U > 2Sw. The last condition keeps the relaxed repulsion positive, so that double occupation costs energy. Then

P(2S,n) (2/U − Eₙ/U²) ≤ P(2S,n)/Eₙ ≤ P(2S,n)/(U−2Sw)

The right-hand comparison (`hle`) gives convergence and the upper bound; the left-hand one gives the lower bound. After summation and multiplication by 4t²,

4t²/U ≤ J ≤ 4t²/(U−2Sw)

As inequalities for the second-order formula these hold for every real t; reading J as the exchange still requires small t.

```lean
/-- For `w > 0`, `S ≥ 0` and `U > 2 S w` the exchange series converges, and the exchange lies
between `4t²/U` and `4t²/(U - 2Sw)`. -/
theorem exchange_bounds (t : ℝ) {U w S : ℝ} (hw : 0 < w) (hS : 0 ≤ S) (hU : 2 * S * w < U) :
    Summable (fun n : ℕ => fcWeight (2 * S) n / virtualEnergy U w S n) ∧
      4 * t ^ 2 / U ≤ exchange t U w S ∧
      exchange t U w S ≤ 4 * t ^ 2 / (U - 2 * S * w) := by
  have hU0 : 0 < U := lt_of_le_of_lt (by positivity) hU
  have ha : 0 < U - 2 * S * w := by linarith
  have hd : ∀ n, 0 < virtualEnergy U w S n := fun n => ha.trans_le (le_virtualEnergy hw U S n)
  have hp : ∀ n, 0 ≤ fcWeight (2 * S) n := fcWeight_nonneg (by positivity)
  have hle : ∀ n, fcWeight (2 * S) n / virtualEnergy U w S n
      ≤ fcWeight (2 * S) n / (U - 2 * S * w) := fun n =>
    div_le_div_of_nonneg_left (hp n) ha (le_virtualEnergy hw U S n)
  have hub := (fcWeight_hasSum (2 * S)).div_const (U - 2 * S * w)
  have hs := Summable.of_nonneg_of_le (fun n => div_nonneg (hp n) (hd n).le) hle hub.summable
  refine ⟨hs, ?_, ?_⟩
  · -- the tangent of 1/E at the mean energy U lies below 1/E
    rw [div_eq_mul_one_div]
    refine mul_le_mul_of_nonneg_left
      (hasSum_le (fun n => ?_) (tangent_hasSum hU0 w S) hs.hasSum) (by positivity)
    have hE := hd n
    have hr : 0 ≤ (U - virtualEnergy U w S n) ^ 2 / (U ^ 2 * virtualEnergy U w S n) := by
      positivity
    rw [div_eq_mul_one_div (fcWeight (2 * S) n)]
    exact mul_le_mul_of_nonneg_left (by linarith [inv_eq_tangent hU0 hE]) (hp n)
  · -- every virtual energy is at least U - 2Sw
    rw [div_eq_mul_one_div]
    exact mul_le_mul_of_nonneg_left (hasSum_le hle hs.hasSum hub) (by positivity)
```

What counts as enhancement depends on what is held fixed: J is at least the rigid-lattice value for the bare U, and at most that for the relaxed repulsion U − 2Sw. This matters when an exchange constant is estimated from electronic parameters, here for two sites with one mode each and no thermal phonons.

## Equality only without coupling

If S > 0, the n = 0 term has E₀ = U − 2Sw and the tangent remainder

(2Sw)²/(U²(U−2Sw)) > 0

Its weight exp(−2S) is positive too, so one strict term makes the whole sum strict (`hasSum_lt`), and J > 4t²/U for t ≠ 0. If S = 0, the two bounds coincide and J = 4t²/U.

```lean
/-- For `t ≠ 0`, `w > 0`, `S ≥ 0` and `U > 2 S w`, the exchange equals `4t²/U` exactly when
`S = 0`. -/
theorem exchange_eq_bare_iff {t U w S : ℝ} (ht : t ≠ 0) (hw : 0 < w) (hS : 0 ≤ S)
    (hU : 2 * S * w < U) : exchange t U w S = 4 * t ^ 2 / U ↔ S = 0 := by
  constructor
  · intro h
    by_contra hne
    have hS' : 0 < S := lt_of_le_of_ne hS (Ne.symm hne)
    have hU0 : 0 < U := lt_of_le_of_lt (by positivity) hU
    have ha : 0 < U - 2 * S * w := by linarith
    have hs := (exchange_bounds t hw hS hU).1
    have hp : ∀ n, 0 < fcWeight (2 * S) n := fun n => by
      unfold fcWeight
      positivity
    -- the remainder is nonnegative for every n and positive for n = 0
    have hle : (fun n : ℕ => fcWeight (2 * S) n * (2 / U - virtualEnergy U w S n / U ^ 2))
        ≤ (fun n : ℕ => fcWeight (2 * S) n / virtualEnergy U w S n) := fun n => by
      have hE : 0 < virtualEnergy U w S n := ha.trans_le (le_virtualEnergy hw U S n)
      have hr : 0 ≤ (U - virtualEnergy U w S n) ^ 2 / (U ^ 2 * virtualEnergy U w S n) := by
        positivity
      change _ ≤ fcWeight (2 * S) n / virtualEnergy U w S n
      rw [div_eq_mul_one_div (fcWeight (2 * S) n)]
      exact mul_le_mul_of_nonneg_left (by linarith [inv_eq_tangent hU0 hE]) (hp n).le
    have hlt : fcWeight (2 * S) 0 * (2 / U - virtualEnergy U w S 0 / U ^ 2)
        < fcWeight (2 * S) 0 / virtualEnergy U w S 0 := by
      have hE : virtualEnergy U w S 0 = U - 2 * S * w := by simp [virtualEnergy]
      have hr : 0 < (2 * S * w) ^ 2 / (U ^ 2 * (U - 2 * S * w)) := by positivity
      have hi := inv_eq_tangent hU0 ha
      rw [sub_sub_cancel] at hi
      rw [hE, div_eq_mul_one_div (fcWeight (2 * S) 0)]
      exact mul_lt_mul_of_pos_left (by linarith) (hp 0)
    have hJ : 4 * t ^ 2 * (1 / U) < exchange t U w S :=
      mul_lt_mul_of_pos_left (hasSum_lt hle hlt (tangent_hasSum hU0 w S) hs.hasSum)
        (by positivity)
    rw [h, mul_one_div] at hJ
    exact lt_irrefl _ hJ
  · -- without coupling the two bounds coincide
    rintro rfl
    have b := exchange_bounds t hw hS hU
    exact le_antisymm (by simpa using b.2.2) b.2.1

end

end PhononEnhancedExchange
```

```lean
#print axioms PhononEnhancedExchange.fcWeight_two_sites
-- 'PhononEnhancedExchange.fcWeight_two_sites' depends on axioms: [propext, Classical.choice, Quot.sound]
#print axioms PhononEnhancedExchange.exchange_eq_bare_iff
-- 'PhononEnhancedExchange.exchange_eq_bare_iff' depends on axioms: [propext, Classical.choice, Quot.sound]
```
